# Real continuous antisymmetric functions of two particles in the plane have zeros at every separation, but antisymmetry does not fix their node

Before a fixed-node diffusion Monte Carlo run, one chooses a trial function, and its zeros become walls that the walkers may not cross. For two same-spin fermions in the plane with a continuous real wavefunction, the problems below show that exchange antisymmetry forces zeros at every separation and still leaves the choice of walls open.

## Configurations, exchange and nodes

Each particle has a position in a real vector space $E$, and a configuration is a pair $(r_1,r_2)\in E\times E$. Only spatial functions appear: there is no Hamiltonian, and no function is assumed to be an eigenstate or normalised.

```lean
import Mathlib

open Set

namespace PlanarExchangeNode
```

A real function $\psi$ is antisymmetric if $\psi(r_2,r_1)=-\psi(r_1,r_2)$ for all $r_1,r_2$.

```lean
/-- A real two-particle function is antisymmetric if exchanging the particles
reverses its sign. -/
def ExchangeAntisymmetric {E : Type*} (ψ : E × E → ℝ) : Prop :=
  ∀ r₁ r₂, ψ (r₂, r₁) = -ψ (r₁, r₂)
```

Its node $N(\psi)$ is the full set of zeros, coincident configurations included. It need not be a smooth surface.

```lean
/-- The node of a two-particle function: all configurations where it vanishes. -/
def node {E : Type*} (ψ : E × E → ℝ) : Set (E × E) := {p | ψ p = 0}
```

For a centre $R$ and a vector $u$, write $C_R(u)=(R+\tfrac12u,\;R-\tfrac12u)$.

```lean
/-- The configuration with centre `R` and relative vector `u`. -/
noncomputable def pairConfig {E : Type*} [AddCommGroup E] [Module ℝ E] (R u : E) : E × E :=
  (R + (1 / 2 : ℝ) • u, R - (1 / 2 : ℝ) • u)
```

The plane carries the Euclidean norm.

```lean
/-- The Euclidean plane in which each particle moves. -/
abbrev Plane := EuclideanSpace ℝ (Fin 2)
```

With $r_i=(x_i,y_i)$ and real $a,b$, let $f_{a,b}=a(x_1-x_2)+b(y_1-y_2)$. In Lean, `p.1` and `p.2` are the two particles, and the coordinates $x,y$ have indices `0` and `1`. These functions are not normalisable on the plane; they serve only through their zeros.

```lean
/-- The two-particle function `a (x₁ - x₂) + b (y₁ - y₂)` in the plane. -/
def linearPair (a b : ℝ) (p : Plane × Plane) : ℝ :=
  a * (p.1 0 - p.2 0) + b * (p.1 1 - p.2 1)
```

## (a) Between a configuration and its exchange

**Task.** Let $S$ be a connected set of configurations containing $p$ and its exchange $p'$, and let $\psi$ be antisymmetric and continuous on $S$. Show that some $q\in S$ satisfies
$$\psi(q)=0.$$

**Solution.** Antisymmetry gives $\psi(p')=-\psi(p)$, so $0$ lies between the values at $p$ and $p'$. The intermediate value theorem on the connected set $S$ gives $q$.

In Lean the exchange is `p.swap`. The proof splits on the sign of $\psi(p)$ to decide which end has the lower value, then applies `intermediate_value`.

```lean
/-- A connected set of configurations that contains a configuration and its exchange
meets the node of every antisymmetric function continuous on the set. -/
theorem node_meets_exchange_path {E : Type*} [TopologicalSpace E] {ψ : E × E → ℝ}
    (hψ : ExchangeAntisymmetric ψ) {S : Set (E × E)} (hS : IsPreconnected S)
    (hc : ContinuousOn ψ S) {p : E × E} (hp : p ∈ S) (hp' : p.swap ∈ S) :
    ∃ q ∈ S, q ∈ node ψ := by
  have hswap : ψ p.swap = -ψ p := hψ p.1 p.2
  -- the values at the two ends have opposite signs
  rcases le_total (ψ p) 0 with h | h
  · have h0 : (0 : ℝ) ∈ Icc (ψ p) (ψ p.swap) := ⟨h, by linarith⟩
    obtain ⟨q, hq, hq0⟩ := hS.intermediate_value hp hp' hc h0
    exact ⟨q, hq, hq0⟩
  · have h0 : (0 : ℝ) ∈ Icc (ψ p.swap) (ψ p) := ⟨by linarith, h⟩
    obtain ⟨q, hq, hq0⟩ := hS.intermediate_value hp' hp hc h0
    exact ⟨q, hq, hq0⟩
```

## (b) The relative vector

**Task.** Show that $(r_1,r_2)=C_R(u)$ satisfies
$$r_1-r_2=u.$$

**Solution.** $(R+\tfrac12u)-(R-\tfrac12u)=\tfrac12u+\tfrac12u=u$. The tactic `module` does this vector algebra.

```lean
/-- The relative vector of `pairConfig R u` is `u`. -/
theorem pairConfig_sub {E : Type*} [AddCommGroup E] [Module ℝ E] (R u : E) :
    (pairConfig R u).1 - (pairConfig R u).2 = u := by
  simp only [pairConfig]
  module
```

## (c) Fixed centre and separation

**Task.** Let $E$ be a real normed space of dimension above one, and let $\psi$ be antisymmetric and continuous wherever $r_1\ne r_2$. For every $R\in E$ and $s>0$, find $r_1,r_2$ with
$$\|r_1-r_2\|=s,\qquad \tfrac12(r_1+r_2)=R,\qquad (r_1,r_2)\in N(\psi).$$

**Solution.** In dimension above one, the sphere $\|u\|=s$ is connected. The map $u\mapsto C_R(u)$ is continuous, so the image $S$ of the sphere is connected too. By (b), every configuration in $S$ has separation $s>0$; hence $S$ avoids coincidence and $\psi$ is continuous on it.

Take any $u$ on the sphere. Then $-u$ is also on it, and
$$C_R(-u)=(R-\tfrac12u,\;R+\tfrac12u)$$
is the exchange of $C_R(u)$. Part (a) gives a $v$ with $\|v\|=s$ and $\psi(C_R(v))=0$. The separation of $C_R(v)$ is $\|v\|=s$ by (b), and its midpoint is $\tfrac12(R+\tfrac12v+R-\tfrac12v)=R$.

The dimension condition is `1 < Module.rank ℝ E`, which also admits infinite dimension. The hypothesis `hc` allows $\psi$ to be discontinuous at coincidence. In the proof, `hsub` keeps the sphere's image away from coincidence, and `hswap` identifies $u\mapsto-u$ with exchange.

```lean
/-- In dimension above one, an antisymmetric function continuous away from coincidence
vanishes at some configuration of any given centre `R` and separation `s > 0`. -/
theorem exists_node_at_separation {E : Type*} [NormedAddCommGroup E] [NormedSpace ℝ E]
    (hE : 1 < Module.rank ℝ E) {ψ : E × E → ℝ} (hψ : ExchangeAntisymmetric ψ)
    (hc : ContinuousOn ψ {p | p.1 ≠ p.2}) (R : E) {s : ℝ} (hs : 0 < s) :
    ∃ r₁ r₂ : E, ‖r₁ - r₂‖ = s ∧ (1 / 2 : ℝ) • (r₁ + r₂) = R ∧ (r₁, r₂) ∈ node ψ := by
  have hconn := isConnected_sphere hE (0 : E) hs.le
  obtain ⟨u, hu⟩ := hconn.nonempty
  have hcont : Continuous (fun v : E => pairConfig R v) := by
    unfold pairConfig
    fun_prop
  have hS := hconn.isPreconnected.image (fun v : E => pairConfig R v) hcont.continuousOn
  -- configurations of separation `s > 0` avoid coincidence
  have hsub : (fun v : E => pairConfig R v) '' Metric.sphere (0 : E) s ⊆
      {p | p.1 ≠ p.2} := by
    rintro _ ⟨v, hv, rfl⟩
    intro heq
    have h0 : v = 0 := (pairConfig_sub R v).symm.trans (sub_eq_zero.mpr heq)
    have hn : ‖v‖ = s := mem_sphere_zero_iff_norm.mp hv
    rw [h0, norm_zero] at hn
    linarith
  -- exchange reverses the relative vector
  have hswap : pairConfig R (-u) = (pairConfig R u).swap := by
    apply Prod.ext
    · simp only [pairConfig, Prod.swap]
      module
    · simp only [pairConfig, Prod.swap]
      module
  have hu' : -u ∈ Metric.sphere (0 : E) s := by
    rw [mem_sphere_zero_iff_norm, norm_neg]
    exact mem_sphere_zero_iff_norm.mp hu
  obtain ⟨_, ⟨v, hv, rfl⟩, h0⟩ := node_meets_exchange_path hψ hS (hc.mono hsub)
    ⟨u, hu, rfl⟩ ⟨-u, hu', hswap⟩
  refine ⟨(pairConfig R v).1, (pairConfig R v).2, ?_, ?_, h0⟩
  · rw [pairConfig_sub]
    exact mem_sphere_zero_iff_norm.mp hv
  · simp only [pairConfig]
    module
```

## (d) Two particles in the plane

**Task.** Let $\psi$ be a real function, continuous and antisymmetric, on pairs of points in the plane. For every centre $R$ and $s>0$, find a configuration with midpoint $R$ and
$$(x_1-x_2)^2+(y_1-y_2)^2=s^2,\qquad \psi(r_1,r_2)=0.$$

**Solution.** The plane has dimension $2>1$, and a function continuous everywhere is continuous away from coincidence. Part (c) applies, with the first equation written as $\|r_1-r_2\|=s$. The Lean proof computes the dimension in `hrank`.

```lean
/-- Every continuous antisymmetric function of two particles in the plane vanishes at
some configuration of any given centre `R` and separation `s > 0`. -/
theorem plane_exists_node_at_separation {ψ : Plane × Plane → ℝ}
    (hψ : ExchangeAntisymmetric ψ) (hc : Continuous ψ) (R : Plane) {s : ℝ} (hs : 0 < s) :
    ∃ r₁ r₂ : Plane, ‖r₁ - r₂‖ = s ∧ (1 / 2 : ℝ) • (r₁ + r₂) = R ∧ ψ (r₁, r₂) = 0 := by
  have hrank : 1 < Module.rank ℝ Plane := by
    rw [← Module.finrank_eq_rank ℝ Plane, finrank_euclideanSpace_fin]
    norm_num
  exact exists_node_at_separation hrank hψ hc.continuousOn R hs
```

## (e) A family of candidates

**Task.** Show that each $f_{a,b}$ is continuous and that
$$f_{a,b}(r_2,r_1)=-f_{a,b}(r_1,r_2).$$

**Solution.** The function is linear in the four coordinates, hence continuous. Exchange gives $a(x_2-x_1)+b(y_2-y_1)$, which is $-f_{a,b}(r_1,r_2)$.

```lean
/-- Each function `a (x₁ - x₂) + b (y₁ - y₂)` is continuous and antisymmetric. -/
theorem linearPair_admissible (a b : ℝ) :
    Continuous (linearPair a b) ∧ ExchangeAntisymmetric (linearPair a b) := by
  constructor
  · unfold linearPair
    fun_prop
  · intro r₁ r₂
    simp only [linearPair]
    ring
```

## (f) When two members share a node

**Task.** For $(a,b)\ne(0,0)$ and $(c,d)\ne(0,0)$, show that
$$N(f_{a,b})=N(f_{c,d})\iff ad=bc.$$

**Solution.** Write $x=x_1-x_2$ and $y=y_1-y_2$. Suppose first that the nodes agree. The configuration $r_1=(-b,a)$, $r_2=(0,0)$ lies in $N(f_{a,b})$, because $a(-b)+ba=0$. It therefore lies in $N(f_{c,d})$, so $-cb+da=0$.

Conversely, let $ad=bc$ and $ax+by=0$. Then
$$a(cx+dy)=c(ax+by)+y(ad-bc)=0,$$
$$b(cx+dy)=d(ax+by)-x(ad-bc)=0.$$
Since $a$ or $b$ is nonzero, $cx+dy=0$. Exchanging the roles of the two functions gives the other inclusion.

The two identities are the `linear_combination` steps in `key`, which is used once for each inclusion. For $(a,b)=(\cos\theta,\sin\theta)$ with $0\le\theta<\pi$, the criterion makes the nodes for different angles different, so the family has a continuum of nodes.

```lean
/-- Two nonzero functions `a (x₁ - x₂) + b (y₁ - y₂)` and `c (x₁ - x₂) + d (y₁ - y₂)`
have the same node exactly when `(a, b)` and `(c, d)` are parallel. -/
theorem linearPair_node_eq_iff {a b c d : ℝ} (hab : a ≠ 0 ∨ b ≠ 0) (hcd : c ≠ 0 ∨ d ≠ 0) :
    node (linearPair a b) = node (linearPair c d) ↔ a * d = b * c := by
  -- a zero of a nonzero function is a zero of any parallel one
  have key : ∀ {a b c d x y : ℝ}, (a ≠ 0 ∨ b ≠ 0) → a * d = b * c →
      a * x + b * y = 0 → c * x + d * y = 0 := by
    intro a b c d x y h hpar h0
    rcases h with h | h
    · apply (mul_eq_zero.mp _).resolve_left h
      linear_combination c * h0 + y * hpar
    · apply (mul_eq_zero.mp _).resolve_left h
      linear_combination d * h0 - x * hpar
  constructor
  · intro h
    -- test with the relative vector `(-b, a)`
    have hm : ((!₂[-b, a], 0) : Plane × Plane) ∈ node (linearPair a b) := by
      simp [node, linearPair]
      ring
    rw [h] at hm
    have h0 : c * (-b) + d * a = 0 := by
      simpa [node, linearPair] using hm
    linear_combination h0
  · intro h
    ext p
    exact ⟨fun hp => key hab h hp, fun hp => key hcd (by linear_combination -h) hp⟩
```

## (g) Two nodes compared

**Task.** Let $X=x_1-x_2$ and $Y=y_1-y_2$ in the plane. Show that both are continuous and antisymmetric, and that
$$N(X)\ne N(Y),\qquad N(X)\cap N(Y)=\{(r_1,r_2):r_1=r_2\}.$$

**Solution.** Here $X=f_{1,0}$ and $Y=f_{0,1}$, so (e) gives the first claim. In (f), equal nodes would require $1\cdot1=0\cdot0$, which is false. Both functions vanish exactly when $x_1=x_2$ and $y_1=y_2$, that is, when $r_1=r_2$. Lean checks this last step coordinate by coordinate with `fin_cases i`. The intersection of the two nodes also explains, outside the Lean code, why (d) needs a real $\psi$: the complex function $X+iY$ is continuous and changes sign under exchange, yet it vanishes only where the particles coincide.

For a fixed-node calculation on two such particles, antisymmetry alone therefore does not determine the walls; they depend on the trial function chosen.

```lean
/-- The continuous antisymmetric functions `x₁ - x₂` and `y₁ - y₂` have different nodes,
which meet only where the particles coincide. -/
theorem antisymmetry_does_not_fix_node :
    let X : Plane × Plane → ℝ := fun p => p.1 0 - p.2 0
    let Y : Plane × Plane → ℝ := fun p => p.1 1 - p.2 1
    (Continuous X ∧ ExchangeAntisymmetric X) ∧ (Continuous Y ∧ ExchangeAntisymmetric Y) ∧
      node X ≠ node Y ∧ node X ∩ node Y = {p | p.1 = p.2} := by
  intro X Y
  have hX : linearPair 1 0 = X := by
    funext p
    simp [linearPair, X]
  have hY : linearPair 0 1 = Y := by
    funext p
    simp [linearPair, Y]
  refine ⟨hX ▸ linearPair_admissible 1 0, hY ▸ linearPair_admissible 0 1, ?_, ?_⟩
  · rw [← hX, ← hY, Ne, linearPair_node_eq_iff (by norm_num) (by norm_num)]
    norm_num
  · ext p
    constructor
    · rintro ⟨hx, hy⟩
      change p.1 = p.2
      ext i
      fin_cases i
      · exact sub_eq_zero.mp hx
      · exact sub_eq_zero.mp hy
    · intro h
      have h' : p.1 = p.2 := h
      exact ⟨sub_eq_zero.mpr (by rw [h']), sub_eq_zero.mpr (by rw [h'])⟩
```

## (h) Two particles on a line

**Task.** For $X=x_1-x_2$ on the line, show that $X$ is continuous and antisymmetric, and that
$$N(X)=\{(x_1,x_2):x_1=x_2\}.$$

**Solution.** A difference of coordinates is continuous, $x_2-x_1=-(x_1-x_2)$, and $x_1-x_2=0$ means $x_1=x_2$. This $X$ has no zero at any separation $s>0$, so the conclusion of (c) fails in dimension one. There the "sphere" is the pair of points $\pm s$, which is not connected.

```lean
/-- On the line, the continuous antisymmetric function `x₁ - x₂` vanishes only where the
particles coincide. -/
theorem line_node_is_coincidence :
    let X : ℝ × ℝ → ℝ := fun p => p.1 - p.2
    Continuous X ∧ ExchangeAntisymmetric X ∧ node X = {p | p.1 = p.2} := by
  intro X
  refine ⟨continuous_fst.sub continuous_snd, fun r₁ r₂ => (neg_sub r₁ r₂).symm, ?_⟩
  ext p
  exact sub_eq_zero

end PlanarExchangeNode
```

```lean
#print axioms PlanarExchangeNode.plane_exists_node_at_separation
#print axioms PlanarExchangeNode.antisymmetry_does_not_fix_node
#print axioms PlanarExchangeNode.line_node_is_coincidence
```

```
'PlanarExchangeNode.plane_exists_node_at_separation' depends on axioms: [propext, Classical.choice, Quot.sound]
'PlanarExchangeNode.antisymmetry_does_not_fix_node' depends on axioms: [propext, Classical.choice, Quot.sound]
'PlanarExchangeNode.line_node_is_coincidence' depends on axioms: [propext, Classical.choice, Quot.sound]
```
